# For two or more sites, the swap transfer matrix at u = 0 is a cyclic shift, and its derivative there is that shift times the sum of neighbour swaps round the ring

**Q:** Take a ring of two spins, sites 0 and 1, each with state space $\mathbb C^d$, and an auxiliary copy $a$. Let $F_{ij}$ swap copies $i$ and $j$, and let $u$ be a complex number, the spectral parameter. Since $\mathrm{Tr}_a F_{ak}=1$ and $\mathrm{Tr}_a F_{a0}F_{a1}=F_{01}$, the transfer matrix is

$$t(u)=\mathrm{Tr}_a\,(u+F_{a0})(u+F_{a1})=d\,u^2+2u+F_{01}.$$

Where is the exchange energy of the ring?

**A:** In the linear term. The two bonds of this ring join the same pair, so $H=F_{01}+F_{10}=2F_{01}$, and $t(0)H=2F_{01}^2=2=t'(0)$. For $N\ge2$ sites the claim is $t'(0)=t(0)H$ with $H=\sum_k F_{k,k+1}$, indices modulo $N$.

```lean
import Mathlib

open Equiv Matrix

namespace HeisenbergFromTransferMatrix

noncomputable section

variable {N d : ℕ}
```

**Q:** Are the formal swaps the physical ones?

**A:** Yes, as matrices in the product basis. A configuration `s : Fin N → Fin d` gives the state of each site; rows are final states and columns initial ones. Sites run from 0 to $N-1$. The comments in the code write `F_ak` for $F_{ak}$.

```lean
/-- The swap `F_ak` of the auxiliary copy of `ℂ^d` with site `k`; a basis state is a pair of the
auxiliary state and the chain configuration. -/
def auxSwap (k : Fin N) : Matrix (Fin d × (Fin N → Fin d)) (Fin d × (Fin N → Fin d)) ℂ :=
  fun x y => if y = (x.2 k, Function.update x.2 k x.1) then 1 else 0

/-- The swap `F_ij` of two sites of the chain. -/
def siteSwap (i j : Fin N) : Matrix (Fin N → Fin d) (Fin N → Fin d) ℂ :=
  fun s s' => if s' = s ∘ swap i j then 1 else 0
```

**Q:** And the transfer matrix isn't defined by its answer?

**A:** No. `monodromy` is the ordered operator product, and `transfer` sums over equal initial and final auxiliary states, which is the partial trace.

```lean
/-- The ordered product of the factors `u + F_ak` over a list of sites. -/
def monodromy (l : List (Fin N)) (u : ℂ) :
    Matrix (Fin d × (Fin N → Fin d)) (Fin d × (Fin N → Fin d)) ℂ :=
  (l.map fun k => u • 1 + auxSwap k).prod

/-- The transfer matrix `t(u) = Tr_a (u + F_a0) ... (u + F_a(N-1))`. -/
def transfer (N d : ℕ) (u : ℂ) : Matrix (Fin N → Fin d) (Fin N → Fin d) ℂ :=
  fun s s' => ∑ a, monodromy (List.finRange N) u (a, s) (a, s')
```

The shift and the Hamiltonian are defined independently of it.

```lean
/-- The one-site cyclic shift, which moves the state of site `k + 1` to site `k`. -/
def cyclicShift (N d : ℕ) [NeZero N] : Matrix (Fin N → Fin d) (Fin N → Fin d) ℂ :=
  fun s s' => if ∀ k, s k = s' (k + 1) then 1 else 0

/-- The exchange Hamiltonian `∑ₖ F_(k,k+1)` with periodic indices; for `d = 2` it is the Heisenberg
Hamiltonian up to scale and an additive constant. -/
def heisenberg (N d : ℕ) [NeZero N] : Matrix (Fin N → Fin d) (Fin N → Fin d) ℂ :=
  ∑ k : Fin N, siteSwap k (k + 1)
```

**Q:** Is that really Heisenberg's Hamiltonian?

**A:** For $d=2$, $F_{ij}=(1+\vec\sigma_i\cdot\vec\sigma_j)/2$ with Pauli matrices $\vec\sigma$, so it is, up to a constant and the coupling strength. For larger $d$ it is the SU($d$) exchange model, which is not the Heisenberg model $\sum_k\vec S_k\cdot\vec S_{k+1}$ of spins $(d-1)/2$. That a given magnet has uniform nearest-neighbour exchange is a physical assumption that must be supplied separately.

**Q:** How do you get $t(0)$ for general $N$?

**A:** Fix final and initial configurations $s,s'$. Each factor then becomes a $d\times d$ matrix on the auxiliary copy,

$$L_k(u)=u\,\delta_{s_k s'_k}\,1+|s'_k\rangle\langle s_k|,\qquad t(u)_{ss'}=\mathrm{Tr}\,L_0(u)\cdots L_{N-1}(u).$$

```lean
/-- The matrix element of `u + F_ak` between the states `s k` and `s' k` of site `k`, an operator on
the auxiliary copy. -/
def lax (s s' : Fin N → Fin d) (u : ℂ) (k : Fin N) : Matrix (Fin d) (Fin d) ℂ :=
  (u * if s k = s' k then 1 else 0) • 1 + single (s' k) (s k) 1
```

The next lemma proves this factorisation by induction on the list of sites. The sites must be distinct, so that later factors don't see the change made at site $k$.

```lean
/-- Between fixed chain configurations, the ordered product over distinct sites acts on the
auxiliary copy as a product of `d × d` matrices, and leaves the sites outside the list unchanged. -/
theorem monodromy_apply (u : ℂ) (l : List (Fin N)) (hl : l.Nodup) (a b : Fin d)
    (s s' : Fin N → Fin d) : monodromy l u (a, s) (b, s') =
      if ∀ j, j ∉ l → s j = s' j then (l.map (lax s s' u)).prod a b else 0 := by
  induction l generalizing a s with
  | nil => by_cases h : s = s' <;> simp [monodromy, Matrix.one_apply, h, ← funext_iff]
  | cons k l ih =>
    obtain ⟨hk, hl⟩ := List.nodup_cons.mp hl
    have hu : l.map (lax (Function.update s k a) s' u) = l.map (lax s s' u) :=
      List.map_congr_left fun j hj => by
        simp [lax, Function.update_of_ne (ne_of_mem_of_not_mem hj hk)]
    have step : monodromy (k :: l) u (a, s) (b, s') = u * monodromy l u (a, s) (b, s') +
        monodromy l u (s k, Function.update s k a) (b, s') := by
      simp only [monodromy, List.map_cons, List.prod_cons, add_mul, smul_mul_assoc, one_mul]
      rw [Matrix.add_apply, Matrix.smul_apply, smul_eq_mul, Matrix.mul_apply]
      simp only [auxSwap, ite_mul, one_mul, zero_mul, Finset.sum_ite_eq', Finset.mem_univ,
        if_true]
    have step' : ((k :: l).map (lax s s' u)).prod a b =
        (u * if s k = s' k then 1 else 0) * (l.map (lax s s' u)).prod a b +
          if a = s' k then (l.map (lax s s' u)).prod (s k) b else 0 := by
      rw [List.map_cons, List.prod_cons, lax, add_mul, smul_mul_assoc, one_mul,
        Matrix.add_apply, Matrix.smul_apply, smul_eq_mul]
      congr 1
      by_cases h : a = s' k
      · simp [Matrix.mul_apply, Matrix.single_apply, h]
      · simp [Matrix.mul_apply, h, Ne.symm h]
    have hc : ∀ v, (∀ j, j ∉ l → Function.update s k v j = s' j) ↔
        v = s' k ∧ ∀ j, j ∉ k :: l → s j = s' j := by
      intro v
      constructor
      · intro h
        refine ⟨by simpa using h k hk, fun j hj => ?_⟩
        rw [List.mem_cons, not_or] at hj
        simpa [hj.1] using h j hj.2
      · rintro ⟨h, h'⟩ j hj
        by_cases e : j = k
        · subst e
          simpa using h
        · simpa [e] using h' j (by simp [e, hj])
    have hs := hc (s k)
    rw [Function.update_eq_self] at hs
    rw [step, ih hl, ih hl, hu, step', if_congr (hc a) rfl rfl, if_congr hs rfl rfl,
      ite_and, ite_and]
    split_ifs <;> simp

/-- Each matrix element of `t(u)` is the trace of a product of `d × d` matrices. -/
theorem transfer_eq_trace (u : ℂ) (s s' : Fin N → Fin d) :
    transfer N d u s s' = trace ((List.finRange N).map (lax s s' u)).prod := by
  simp [transfer, trace, monodromy_apply u _ (List.nodup_finRange N)]
```

At $u=0$ only the matrix units $|s'_k\rangle\langle s_k|$ remain. Neighbouring indices must match, and the trace closes the ring:

$$t(0)_{ss'}=\prod_k\delta_{s_k,s'_{k+1}}.$$

This is the shift taking the state of site $k+1$ to site $k$. In the code, `hprod` multiplies the units and `htr` takes the trace.

```lean
/-- At `u = 0` the transfer matrix is the one-site cyclic shift. -/
theorem transfer_zero [NeZero N] : transfer N d 0 = cyclicShift N d := by
  obtain ⟨n, rfl⟩ : ∃ n, N = n + 1 := ⟨N - 1, by have := NeZero.pos N; omega⟩
  -- a product of matrix units is a matrix unit if neighbouring indices match
  have hprod : ∀ (n : ℕ) (f g : Fin (n + 1) → Fin d),
      ((List.finRange (n + 1)).map fun k => single (f k) (g k) (1 : ℂ)).prod =
        if ∀ k : Fin n, g k.castSucc = f k.succ then single (f 0) (g (Fin.last n)) 1
        else 0 := by
    intro n
    induction n with
    | zero => intro f g; simp [List.finRange_succ]
    | succ n ih =>
      intro f g
      have hA : (∀ k : Fin (n + 1), g k.castSucc = f k.succ) ↔ g 0 = f 1 ∧
          ∀ k : Fin n, (g ∘ Fin.succ) k.castSucc = (f ∘ Fin.succ) k.succ :=
        Fin.forall_fin_succ
      rw [List.finRange_succ, List.map_cons, List.prod_cons, List.map_map]
      refine (congrArg (single (f 0) (g 0) (1 : ℂ) * ·)
        (ih (f ∘ Fin.succ) (g ∘ Fin.succ))).trans ?_
      rw [if_congr hA rfl rfl, ite_and]
      clear ih hA
      split_ifs <;> simp_all
  have htr : ∀ i j : Fin d, trace (single i j (1 : ℂ)) = if j = i then 1 else 0 := by
    intro i j
    simp [trace, Matrix.single_apply, ite_and]
  ext s s'
  have hall : (∀ k : Fin (n + 1), s k = s' (k + 1)) ↔
      (∀ k : Fin n, s k.castSucc = s' k.succ) ∧ s (Fin.last n) = s' 0 := by
    rw [Fin.forall_fin_succ', Fin.last_add_one]
    simp only [Fin.coeSucc_eq_succ]
  have h0 : lax s s' 0 = fun k => single (s' k) (s k) 1 := by funext k; simp [lax]
  refine Eq.trans ?_ (if_congr hall rfl rfl).symm
  rw [transfer_eq_trace, h0, hprod, apply_ite trace, htr, trace_zero, ite_and]
```

**Q:** And the derivative?

**A:** The product rule replaces one $L_k(0)$ at a time by $\delta_{s_ks'_k}1$. Compare this with $t(0)F_{k,k+1}$, which exchanges $s'_k$ and $s'_{k+1}$ in $t(0)_{ss'}$. The two affected factors become

$$|s'_{k+1}\rangle\langle s_k|\,|s'_k\rangle\langle s_{k+1}|=\delta_{s_ks'_k}\,|s'_{k+1}\rangle\langle s_{k+1}|,$$

which is the product with site $k$ omitted.

**Q:** For $k=N-1$ the neighbour is at the other end of the product.

**A:** Cyclicity of the trace brings it alongside. The Lean device is `List.rotate`: it turns the site list until $k$ comes first, and `List.getElem?_rotate` then identifies the second entry as $k+1$ modulo $N$. The closing bond needs no separate case. `loc` is the two-factor identity above.

```lean
/-- For `N ≥ 2`, replacing `F_ak` by the identity in the trace for `t(0)` gives the matrix element
of `t(0)` with the initial states of sites `k` and `k + 1` exchanged. -/
theorem trace_omit_site [NeZero N] (hN : 2 ≤ N) (s s' : Fin N → Fin d) {p r : List (Fin N)}
    {k : Fin N} (h : List.finRange N = p ++ k :: r) :
    (if s k = s' k then 1 else 0) *
      trace ((p.map (lax s s' 0)).prod * (r.map (lax s s' 0)).prod) =
        transfer N d 0 s (s' ∘ swap k (k + 1)) := by
  -- rotate the ring so that it starts with `k`, followed by `j = k + 1`
  obtain ⟨j, q, hq⟩ : ∃ j q, r ++ p = j :: q := by
    refine List.exists_cons_of_ne_nil fun e => ?_
    have hl := congrArg List.length h
    have he := congrArg List.length e
    simp only [List.length_append, List.length_cons, List.length_nil,
      List.length_finRange] at hl he
    omega
  have hrot : (List.finRange N).rotate p.length = k :: j :: q := by
    rw [h, List.rotate_append_length_eq, List.cons_append, hq]
  have v : ∀ m x, m < N → (k :: j :: q)[m]? = some x → x.val = (m + p.length) % N := by
    intro m x hm hx
    rw [← hrot, List.getElem?_rotate (by simpa using hm), List.getElem?_eq_some_iff] at hx
    obtain ⟨_, rfl⟩ := hx
    simp
  have hj : j = k + 1 := Fin.ext (by
    change j.val = (k.val + 1 % N) % N
    rw [v 0 k (by omega) rfl, v 1 j (by omega) rfl, zero_add, ← Nat.add_mod, add_comm])
  have hnd : (k :: j :: q).Nodup := hrot ▸ List.nodup_rotate.2 (List.nodup_finRange N)
  simp only [List.nodup_cons, List.mem_cons, not_or] at hnd
  have cyc : ∀ (f : Fin N → Matrix (Fin d) (Fin d) ℂ) (a b : List (Fin N)),
      trace ((a.map f).prod * (b.map f).prod) = trace ((b ++ a).map f).prod := by
    intro f a b
    rw [trace_mul_comm, List.map_append, List.prod_append]
  have hq' : q.map (lax s (s' ∘ swap k j) 0) = q.map (lax s s' 0) :=
    List.map_congr_left fun i hi => by
      simp [lax, swap_apply_of_ne_of_ne (ne_of_mem_of_not_mem hi hnd.1.2)
        (ne_of_mem_of_not_mem hi hnd.2.1)]
  have loc : lax s (s' ∘ swap k j) 0 k * lax s (s' ∘ swap k j) 0 j =
      (if s k = s' k then (1 : ℂ) else 0) • lax s s' 0 j := by
    by_cases e : s k = s' k <;> simp [lax, e]
  rw [transfer_eq_trace, h, List.map_append, List.prod_append, cyc, cyc, List.cons_append,
    hq, ← hj]
  simp only [List.map_cons, List.prod_cons, hq']
  rw [← mul_assoc (lax s (s' ∘ swap k j) 0 k), loc, smul_mul_assoc, trace_smul, smul_eq_mul]
```

A second entry requires $N\ge2$. For $N=1$, $t(u)=du+1$, so $t'(0)=d$ while $t(0)F_{00}=1$; the claim fails for $d\ge2$.

In the final proof, `hsplit` separates the $u$ term from one factor, `main` applies the product rule along the list, and `hswap` recognises each term as $t(0)F_{k,k+1}$.

```lean
/-- On a periodic chain of `N ≥ 2` sites, `t'(0) = t(0) ∑ₖ F_(k,k+1)`, for every matrix
element. -/
theorem hasDerivAt_transfer [NeZero N] (hN : 2 ≤ N) (s s' : Fin N → Fin d) :
    HasDerivAt (fun u => transfer N d u s s') ((transfer N d 0 * heisenberg N d) s s') 0 := by
  have hsplit : ∀ (A : Matrix (Fin d) (Fin d) ℂ) k l u,
      trace (A * ((k :: l).map (lax s s' u)).prod) =
        u * ((if s k = s' k then 1 else 0) * trace (A * (l.map (lax s s' u)).prod)) +
          trace (A * lax s s' 0 k * (l.map (lax s s' u)).prod) := by
    intro A k l u
    have e : lax s s' u k = (u * if s k = s' k then 1 else 0) • 1 + lax s s' 0 k := by
      simp [lax]
    rw [List.map_cons, List.prod_cons, e, add_mul, mul_add, smul_mul_assoc, one_mul,
      mul_smul_comm, trace_add, trace_smul, smul_eq_mul, mul_assoc, mul_assoc]
  have hdiff : ∀ (l : List (Fin N)) (A : Matrix (Fin d) (Fin d) ℂ),
      DifferentiableAt ℂ (fun u => trace (A * (l.map (lax s s' u)).prod)) 0 := by
    intro l
    induction l with
    | nil => intro A; simp
    | cons k l ih =>
      intro A
      simp only [hsplit]
      exact (differentiableAt_id.fun_mul ((ih A).const_mul _)).fun_add (ih _)
  -- differentiate the factors one after the other
  have main : ∀ l p : List (Fin N), List.finRange N = p ++ l →
      HasDerivAt (fun u => trace ((p.map (lax s s' 0)).prod * (l.map (lax s s' u)).prod))
        (l.map fun k => transfer N d 0 s (s' ∘ swap k (k + 1))).sum 0 := by
    intro l
    induction l with
    | nil =>
      intro p _
      simp only [List.map_nil, List.prod_nil, List.sum_nil]
      exact hasDerivAt_const _ _
    | cons k l ih =>
      intro p h
      have ih' := ih (p ++ [k]) (h.trans (by simp))
      simp only [List.map_append, List.prod_append, List.map_singleton,
        List.prod_singleton] at ih'
      have m := ((hasDerivAt_id' (0 : ℂ)).fun_mul ((hdiff l
        (p.map (lax s s' 0)).prod).hasDerivAt.const_mul
          (if s k = s' k then 1 else 0))).fun_add ih'
      simp only [hsplit]
      refine m.congr_deriv ?_
      rw [List.map_cons, List.sum_cons, ← trace_omit_site hN s s' h]
      ring
  have hswap : ∀ i j : Fin N,
      (transfer N d 0 * (siteSwap i j : Matrix (Fin N → Fin d) (Fin N → Fin d) ℂ)) s s' =
        transfer N d 0 s (s' ∘ swap i j) := by
    intro i j
    have e : ∀ z : Fin N → Fin d, s' = z ∘ swap i j ↔ z = s' ∘ swap i j := by
      intro z
      constructor <;> rintro rfl <;> funext x <;> simp
    simp [Matrix.mul_apply, siteSwap, e]
  have h := main (List.finRange N) [] rfl
  simp only [List.map_nil, List.prod_nil, one_mul, ← transfer_eq_trace] at h
  refine h.congr_deriv ?_
  rw [heisenberg, Finset.mul_sum, Matrix.sum_apply, ← Fin.sum_univ_def]
  exact Finset.sum_congr rfl fun k _ => (hswap k (k + 1)).symm

end

end HeisenbergFromTransferMatrix
```

```lean
#print axioms HeisenbergFromTransferMatrix.transfer_zero
-- 'HeisenbergFromTransferMatrix.transfer_zero' depends on axioms: [propext, Classical.choice, Quot.sound]
#print axioms HeisenbergFromTransferMatrix.hasDerivAt_transfer
-- 'HeisenbergFromTransferMatrix.hasDerivAt_transfer' depends on axioms: [propext, Classical.choice, Quot.sound]
```

**Q:** `HasDerivAt` is stated for each matrix element. Is that enough?

**A:** In finite dimension, yes: it is the derivative of the matrix.

**Q:** Would another model have served?

**A:** The auxiliary copy could be one more label, `none` in `Option (Fin N)`. All swaps would then share one definition and multiply like permutations, but the partial trace would have to split each configuration.

**Q:** What does this give a physicist?

**A:** For a finite periodic chain with uniform exchange, it links the Hamiltonian to the transfer matrix used in the algebraic Bethe ansatz. The shift is invertible, so $H=t(0)^{-1}t'(0)$; that division is my addition to the checked statement. That the $t(u)$ commute with one another, and hence with $H$, is a separate result, not proved here.
